# Eliminating a finite harmonic bath: memory friction and its fluctuation–dissipation relation

A reaction coordinate crossing a barrier in a solvent feels a drag that depends on its past motion and a force that fluctuates from one trajectory to the next. If the solvent is modelled as finitely many harmonic oscillators coupled linearly to the coordinate, both can be computed, and one can ask under which conditions the time correlation of the fluctuating force is fixed by the drag and the temperature. The resulting equation is a starting point for rate theories with frequency-dependent friction, but the bath here is classical, finite and harmonic, and no rate is derived.

## The model

Coordinates are mass-weighted and the temperature \(T\) is in energy units. The system coordinate is \(q\). Oscillator \(j\) has coordinate \(x_j\), velocity \(v_j\), frequency \(w_j\) and coupling \(c_j\). The label \(j\) runs over a finite type `ι`, and `Ω` is the set of ensemble members \(\omega\).

```lean
import Mathlib

open Real MeasureTheory

namespace HarmonicBathFriction

noncomputable section

variable {ι : Type*} {Ω : Type*}
```

At fixed \(q\) the oscillator is at rest at \(c_jq/w_j^2\). Its displacement from there is \(\xi_j = x_j - c_jq/w_j^2\). The bath potential \(\sum_j \tfrac12 w_j^2\xi_j^2\) exerts on \(q\) the force \(F_{\rm b} = \sum_j c_j\xi_j\), so the counterterm that keeps the system potential unrenormalised is included.

```lean
/-- Bath coordinates measured from their equilibrium positions `c_j q / w_j²` at system
coordinate `q`. -/
def shift (c w : ι → ℝ) (q : ℝ) (x : ι → ℝ) (j : ι) : ℝ := x j - c j * q / w j ^ 2

/-- The force `∑ c_j (x_j - c_j q / w_j²)` of the bath on the system coordinate. -/
def force [Fintype ι] (c w : ι → ℝ) (q : ℝ) (x : ι → ℝ) : ℝ := ∑ j, c j * shift c w q x j
```

The friction kernel \(\gamma\), and the noise \(R\) built from initial displacements \(\xi_j\) and initial velocities \(p_j\), are
\[ \gamma(t)=\sum_j \frac{c_j^2}{w_j^2}\cos w_jt,\qquad R(t)=\sum_j c_j\Big(\xi_j\cos w_jt+p_j\frac{\sin w_jt}{w_j}\Big). \]

```lean
/-- The friction kernel `γ(t) = ∑ (c_j / w_j)² cos (w_j t)`. -/
def kernel [Fintype ι] (c w : ι → ℝ) (t : ℝ) : ℝ := ∑ j, (c j / w j) ^ 2 * cos (w j * t)

/-- The fluctuating force `R(t) = ∑ c_j (ξ_j cos (w_j t) + p_j sin (w_j t) / w_j)` built from
shifted initial coordinates `ξ` and initial velocities `p`. -/
def noise [Fintype ι] (c w ξ p : ι → ℝ) (t : ℝ) : ℝ :=
  ∑ j, c j * (ξ j * cos (w j * t) + p j * sin (w j * t) / w j)
```

Two bundles of hypotheses concern the bath. The dynamical one, `DrivenBath`, states \(x_j'=v_j\) and \(v_j'=-w_j^2x_j+c_jq\) at every time in a set `I`.

```lean
/-- The bath equations `x_j' = v_j`, `v_j' = -w_j² x_j + c_j q` hold at all times in `I`. -/
def DrivenBath (c w : ι → ℝ) (q : ℝ → ℝ) (x v : ι → ℝ → ℝ) (I : Set ℝ) : Prop :=
  ∀ j, ∀ s ∈ I, HasDerivAt (x j) (v j s) s ∧
    HasDerivAt (v j) (-w j ^ 2 * x j s + c j * q s) s
```

The statistical one, `Equipartition`, writes \(\langle\cdot\rangle\) as an integral against a measure \(\mu\) on `Ω`. It requires \(\xi_j\) and \(p_j\) to be square-integrable, with \(w_iw_j\langle\xi_i\xi_j\rangle=T\delta_{ij}\), \(\langle\xi_ip_j\rangle=0\) and \(\langle p_ip_j\rangle=T\delta_{ij}\).

```lean
/-- Square-integrable random data with second moments `w_i w_j ⟨ξ_i ξ_j⟩ = T δ_ij`,
`⟨ξ_i p_j⟩ = 0` and `⟨p_i p_j⟩ = T δ_ij`. -/
structure Equipartition [DecidableEq ι] [MeasurableSpace Ω] (μ : Measure Ω) (w : ι → ℝ)
    (T : ℝ) (ξ p : ι → Ω → ℝ) : Prop where
  memx : ∀ j, MemLp (ξ j) 2 μ
  memp : ∀ j, MemLp (p j) 2 μ
  xx : ∀ i j, w i * w j * ∫ ω, ξ i ω * ξ j ω ∂μ = if i = j then T else 0
  xp : ∀ i j, ∫ ω, ξ i ω * p j ω ∂μ = 0
  pp : ∀ i j, ∫ ω, p i ω * p j ω ∂μ = if i = j then T else 0
```

## Linear bath equations and nonzero frequencies

Physically, each mode is harmonic, bound, independent of the others and driven linearly by \(q\). Fix a time \(t\), set \(\theta_j=w_j(t-s)\), and propagate the displaced state at time \(s\) freely to \(t\):
\[ G_j(s)=\xi_j(s)\cos\theta_j+v_j(s)\frac{\sin\theta_j}{w_j}. \]
The bath equations give \(\xi_j'=v_j-c_jq'/w_j^2\) and \(v_j'=-w_j^2\xi_j\), the second using \(w_j^2\cdot c_jq/w_j^2=c_jq\) and hence \(w_j\neq0\). With \(d\theta_j/ds=-w_j\),
\[ G_j'=\Big(v_j-\frac{c_jq'}{w_j^2}\Big)\cos\theta_j+w_j\xi_j\sin\theta_j-w_j\xi_j\sin\theta_j-v_j\cos\theta_j=-\frac{c_j}{w_j^2}\cos\big(w_j(t-s)\big)\,q'(s). \]
The lemma `mode_invariant` is this identity for one oscillator at one time `s`. In its proof `hθ` is \(d\theta/ds=-w\), the hypotheses `hx`, `hv` and `hq` feed the product rule, and `field_simp` uses `hw` to clear denominators before `ring` performs the two cancellations.

```lean
/-- For one driven oscillator, the shifted state at time `s` propagated freely to time `t`
changes with `s` at the rate `-(c / w²) cos (w (t - s)) q'(s)`. -/
theorem mode_invariant {c w s q' : ℝ} {q x v : ℝ → ℝ} (hw : w ≠ 0)
    (hx : HasDerivAt x (v s) s) (hv : HasDerivAt v (-w ^ 2 * x s + c * q s) s)
    (hq : HasDerivAt q q' s) (t : ℝ) :
    HasDerivAt (fun u => (x u - c * q u / w ^ 2) * cos (w * (t - u))
      + v u * sin (w * (t - u)) / w) (-(c / w ^ 2) * cos (w * (t - s)) * q') s := by
  have hθ : HasDerivAt (fun u => w * (t - u)) (-w) s :=
    (((hasDerivAt_id' s).const_sub t).const_mul w).congr_deriv (by ring)
  refine (((hx.fun_sub ((hq.const_mul c).div_const (w ^ 2))).fun_mul hθ.cos).fun_add
    ((hv.fun_mul hθ.sin).div_const w)).congr_deriv ?_
  generalize cos (w * (t - s)) = C
  generalize sin (w * (t - s)) = S
  field_simp
  ring
```

The condition is \(w_j\ne0\), which includes \(w_j>0\); the definitions above do not change when a \(w_j\) changes sign. The accounts of what fails without a hypothesis, here and below, are arguments on paper that the file does not check. A zero-frequency mode has no rest position while \(c_jq\neq0\). Since Lean sets \(a/0=0\), its definitions would still parse, but a mode with \(q=0\), \(x=p\,s\) would give the force \(cpt\) against \(R=0\) and \(\gamma=0\). An anharmonic term in \(v_j'\) spoils the cancellation of the sine terms, and \(G_j'\) then depends on the bath trajectory.

The proof pattern is worth reusing. The derivative is assembled from combinators such as `fun_mul`, `fun_add` and `div_const`, whatever expression results is accepted, and `congr_deriv` turns the comparison with the desired formula into an equation of real numbers. There `generalize` replaces the cosine and sine by plain variables `C` and `S`, so that `field_simp` does not rewrite inside their arguments.

## A continuously differentiable path

This hypothesis says that the system has a velocity at every instant and that the velocity does not jump. Differentiability of \(q\) entered through \(\xi_j'\). Multiplying by \(c_j\) and summing gives \(\frac{d}{ds}\sum_jc_jG_j=-\gamma(t-s)q'(s)\). At \(s=t\) the sum is \(F_{\rm b}(t)\), because \(\cos0=1\) and \(\sin0=0\). At \(s=0\) it is \(R(t)\) with data \(\xi_j(0)\) and \(p_j=v_j(0)\). Continuity of \(q'\) makes the derivative integrable, and the fundamental theorem of calculus gives
\[ F_{\rm b}(t)=R(t)-\int_0^t\gamma(t-s)\,q'(s)\,ds. \]
The theorem `force_eq` states this for a single time \(t\) of either sign, with hypotheses only on `Set.uIcc 0 t`, the closed interval between \(0\) and \(t\). The derivatives are two-sided, at the endpoints too. The path \(q\) is prescribed and need not obey any equation of motion.

```lean
/-- For a continuously differentiable system path, the bath force at time `t` equals
`R(t) - ∫₀ᵗ γ(t - s) q'(s) ds`, with `R` built from the shifted initial data. -/
theorem force_eq [Fintype ι] {c w : ι → ℝ} {q q' : ℝ → ℝ} {x v : ι → ℝ → ℝ} {t : ℝ}
    (hw : ∀ j, w j ≠ 0) (hb : DrivenBath c w q x v (Set.uIcc 0 t))
    (hq : ∀ s ∈ Set.uIcc 0 t, HasDerivAt q (q' s) s) (hq' : ContinuousOn q' (Set.uIcc 0 t)) :
    force c w (q t) (fun j => x j t) =
      noise c w (shift c w (q 0) fun j => x j 0) (fun j => v j 0) t
        - ∫ s in (0 : ℝ)..t, kernel c w (t - s) * q' s := by
  -- the coupling-weighted sum of the mode invariants has derivative `-γ(t - s) q'(s)`
  have hd : ∀ s ∈ Set.uIcc 0 t, HasDerivAt
      (fun u => ∑ j, c j * ((x j u - c j * q u / w j ^ 2) * cos (w j * (t - u))
        + v j u * sin (w j * (t - u)) / w j)) (-(kernel c w (t - s) * q' s)) s := by
    intro s hs
    refine (HasDerivAt.fun_sum fun j (_ : j ∈ Finset.univ) =>
      (mode_invariant (hw j) (hb j s hs).1 (hb j s hs).2 (hq s hs) t).const_mul
        (c j)).congr_deriv ?_
    simp only [kernel, Finset.sum_mul, ← Finset.sum_neg_distrib]
    exact Finset.sum_congr rfl fun j _ => by ring
  have hk : Continuous fun s => kernel c w (t - s) := by
    unfold kernel
    fun_prop
  have hi : IntervalIntegrable (fun s => -(kernel c w (t - s) * q' s)) volume 0 t :=
    ContinuousOn.intervalIntegrable ((hk.continuousOn.mul hq').neg)
  -- it equals the force at `s = t` and the noise at `s = 0`
  have h := intervalIntegral.integral_eq_sub_of_hasDerivAt hd hi
  rw [intervalIntegral.integral_neg] at h
  simp only [sub_self, mul_zero, cos_zero, sin_zero, mul_one, zero_div, add_zero,
    sub_zero] at h
  simp only [force, noise, shift]
  linarith
```

The step `hd` is the weighted sum and uses `hb`, `hq` and `hw`. The hypothesis `hq'` is used once, in `hi`, together with the continuity `hk` of the kernel. Then `intervalIntegral.integral_eq_sub_of_hasDerivAt` integrates, the `simp only … at h` that follows evaluates the endpoints, and `linarith` rearranges. Since only integrability is extracted from `hq'`, an integrable \(q'\) would serve as well. If \(q\) itself jumped by \(\Delta\) at a time \(s_0\) between \(0\) and \(t>0\), each \(\xi_j\) would jump by \(-c_j\Delta/w_j^2\) and the right side would need the extra term \(-\gamma(t-s_0)\Delta\).

## Finite, uncorrelated, equipartitioned second moments

These moments are those of a Boltzmann distribution of the bath at fixed \(q\), where each quadratic term carries mean energy \(T/2\). They are assumed, not derived from that distribution. Write \(R(u)=\sum_j\big(a_j(u)\xi_j+b_j(u)p_j\big)\) with \(a_j(u)=c_j\cos w_ju\) and \(b_j(u)=c_j\sin(w_ju)/w_j\). Then \(R(t)R(s)=\sum_{i,j}P_{ij}\) with
\[ P_{ij}=a_i(t)a_j(s)\,\xi_i\xi_j+a_i(t)b_j(s)\,\xi_ip_j+b_i(t)a_j(s)\,\xi_jp_i+b_i(t)b_j(s)\,p_ip_j. \]
Square-integrability makes each product integrable, so the average is taken term by term. The two mixed terms vanish, the terms with \(i\neq j\) vanish, and \(\langle\xi_j^2\rangle=T/w_j^2\), \(\langle p_j^2\rangle=T\) leave
\[ \langle R(t)R(s)\rangle=T\sum_j\frac{c_j^2}{w_j^2}\big(\cos w_jt\cos w_js+\sin w_jt\sin w_js\big)=T\gamma(t-s). \]
The theorem `noise_correlation` asserts this for all couplings and all real \(t,s\).

```lean
/-- Uncorrelated equipartition second moments give `⟨R(t) R(s)⟩ = T γ(t - s)`. -/
theorem noise_correlation [Fintype ι] [DecidableEq ι] [MeasurableSpace Ω] {μ : Measure Ω}
    {w : ι → ℝ} {T : ℝ} {ξ p : ι → Ω → ℝ} (hw : ∀ j, w j ≠ 0)
    (h : Equipartition μ w T ξ p) (c : ι → ℝ) (t s : ℝ) :
    ∫ ω, noise c w (fun j => ξ j ω) (fun j => p j ω) t
      * noise c w (fun j => ξ j ω) (fun j => p j ω) s ∂μ = T * kernel c w (t - s) := by
  have ixx : ∀ i j, Integrable (fun ω => ξ i ω * ξ j ω) μ :=
    fun i j => (h.memx i).integrable_mul (h.memx j)
  have ixp : ∀ i j, Integrable (fun ω => ξ i ω * p j ω) μ :=
    fun i j => (h.memx i).integrable_mul (h.memp j)
  have ipp : ∀ i j, Integrable (fun ω => p i ω * p j ω) μ :=
    fun i j => (h.memp i).integrable_mul (h.memp j)
  have xx : ∀ i j, ∫ ω, ξ i ω * ξ j ω ∂μ = if i = j then T / w i ^ 2 else 0 := by
    intro i j
    have hx := h.xx i j
    by_cases e : i = j
    · rw [if_pos e] at hx ⊢
      subst e
      rw [eq_div_iff (pow_ne_zero 2 (hw i))]
      linear_combination hx
    · rw [if_neg e] at hx ⊢
      exact (mul_eq_zero.1 hx).resolve_left (mul_ne_zero (hw i) (hw j))
  obtain ⟨a, ha⟩ : ∃ a : ℝ → ι → ℝ, ∀ u j, a u j = c j * cos (w j * u) :=
    ⟨fun u j => c j * cos (w j * u), fun _ _ => rfl⟩
  obtain ⟨b, hb⟩ : ∃ b : ℝ → ι → ℝ, ∀ u j, b u j = c j * sin (w j * u) / w j :=
    ⟨fun u j => c j * sin (w j * u) / w j, fun _ _ => rfl⟩
  -- contribution of the pair of modes `k` to the product
  obtain ⟨F, hF⟩ : ∃ F : ι × ι → Ω → ℝ, ∀ k, F k = fun ω =>
      a t k.1 * a s k.2 * (ξ k.1 ω * ξ k.2 ω) + a t k.1 * b s k.2 * (ξ k.1 ω * p k.2 ω)
      + b t k.1 * a s k.2 * (ξ k.2 ω * p k.1 ω) + b t k.1 * b s k.2 * (p k.1 ω * p k.2 ω) :=
    ⟨_, fun _ => rfl⟩
  have hexp : ∀ ω, noise c w (fun j => ξ j ω) (fun j => p j ω) t
      * noise c w (fun j => ξ j ω) (fun j => p j ω) s = ∑ k, F k ω := by
    intro ω
    simp only [noise, Finset.sum_mul_sum, Fintype.sum_prod_type, hF, ha, hb]
    exact Finset.sum_congr rfl fun i _ => Finset.sum_congr rfl fun j _ => by ring
  have hk : ∀ k, Integrable (F k) μ ∧ ∫ ω, F k ω ∂μ =
      if k.1 = k.2 then T * ((c k.1 / w k.1) ^ 2 * cos (w k.1 * (t - s))) else 0 := by
    rintro ⟨i, j⟩
    have g1 := (ixx i j).const_mul (a t i * a s j)
    have g2 := (ixp i j).const_mul (a t i * b s j)
    have g3 := (ixp j i).const_mul (b t i * a s j)
    have g4 := (ipp i j).const_mul (b t i * b s j)
    have g12 : Integrable (fun ω => a t i * a s j * (ξ i ω * ξ j ω)
      + a t i * b s j * (ξ i ω * p j ω)) μ := g1.add g2
    have g123 : Integrable (fun ω => a t i * a s j * (ξ i ω * ξ j ω)
      + a t i * b s j * (ξ i ω * p j ω) + b t i * a s j * (ξ j ω * p i ω)) μ := g12.add g3
    refine ⟨by rw [hF]; exact g123.add g4, ?_⟩
    simp only [hF]
    rw [integral_add g123 g4, integral_add g12 g3, integral_add g1 g2]
    simp only [integral_const_mul]
    rw [xx i j, h.xp i j, h.xp j i, h.pp i j]
    -- only the diagonal survives, and there the addition formula applies
    by_cases e : i = j
    · subst e
      simp only [if_true, ha, hb, mul_sub, cos_sub]
      ring
    · simp [e]
  have hs : ∫ ω, ∑ k, F k ω ∂μ = ∑ k, ∫ ω, F k ω ∂μ :=
    integral_finsetSum _ fun k _ => (hk k).1
  simp only [hexp]
  rw [hs, Finset.sum_congr rfl fun k _ => (hk k).2]
  simp [Fintype.sum_prod_type, kernel, Finset.mul_sum]
```

The fields `memx` and `memp` yield `ixx`, `ixp` and `ipp`, which license `integral_add` and `integral_finsetSum`. The local `xx` divides the field `h.xx` by \(w_iw_j\), and is the only place where `hw` is used. The local `F` at the pair \((i,j)\) is \(P_{ij}\), and `hexp` is the expansion. In `hk` the moments are substituted, and `cos_sub` closes the diagonal case.

Each moment condition removes a specific term. For one mode with \(w^2\langle\xi^2\rangle=A\) and \(\langle p^2\rangle=B\), the correlation is \((c/w)^2\big[\tfrac{A+B}2\cos w(t-s)+\tfrac{A-B}2\cos w(t+s)\big]\), which for \(c\neq0\) is stationary only if \(A=B\). A correlation \(\langle\xi p\rangle=\kappa\) adds \(c^2\kappa\sin\big(w(t+s)\big)/w\). Correlations between modes add products such as \(\cos w_it\cos w_js\). With infinite second moments the averages need not exist. A thermal quantum harmonic mode has \(A=B=\tfrac{\hbar w}2\coth\tfrac{\hbar w}{2T}\), which differs between modes of different frequency, so the single \(T\) marks the relation as classical.

The measure \(\mu\) is not required to be normalised, and reading the integral as an average presumes that it is. Neither Gaussian statistics nor \(\langle R\rangle=0\) is assumed or concluded: one mode with constant \(\xi=\sqrt T/w\) and \(p=\pm\sqrt T\) on a fair coin has the required moments and a nonzero mean displacement.

## The system equation and the shifted initial data

Each member \(\omega\) now carries a full trajectory with \(q'=u\) and \(u'=f(q)+F_{\rm b}\), where \(u\) is the system velocity and \(f\) is an arbitrary function, minus the gradient of the system potential in the Hamiltonian case. Substituting the force identity gives the generalized Langevin equation
\[ u'(t)=f\big(q(t)\big)-\int_0^t\gamma(t-s)\,u(s)\,ds+R(t). \]
The theorem `generalized_langevin` states it for every \(\omega\) and every \(t\), together with \(\langle R(t)R(s)\rangle=T\gamma(t-s)\).

```lean
/-- An ensemble of trajectories with `q' = u`, `u' = f(q) + force` and equipartitioned shifted
initial bath data obeys `u' = f(q) - ∫₀ᵗ γ(t - s) u(s) ds + R(t)` along each trajectory, with
`⟨R(t) R(s)⟩ = T γ(t - s)`. -/
theorem generalized_langevin [Fintype ι] [DecidableEq ι] [MeasurableSpace Ω] {μ : Measure Ω}
    {c w : ι → ℝ} {T : ℝ} {f : ℝ → ℝ} {q u R : Ω → ℝ → ℝ} {x v : Ω → ι → ℝ → ℝ}
    (hw : ∀ j, w j ≠ 0) (hb : ∀ ω, DrivenBath c w (q ω) (x ω) (v ω) Set.univ)
    (hq : ∀ ω s, HasDerivAt (q ω) (u ω s) s)
    (hu : ∀ ω s, HasDerivAt (u ω) (f (q ω s) + force c w (q ω s) fun j => x ω j s) s)
    (he : Equipartition μ w T (fun j ω => shift c w (q ω 0) (fun i => x ω i 0) j)
      fun j ω => v ω j 0)
    (hR : R = fun ω => noise c w (shift c w (q ω 0) fun j => x ω j 0) fun j => v ω j 0) :
    (∀ ω t, HasDerivAt (u ω)
      (f (q ω t) - (∫ s in (0 : ℝ)..t, kernel c w (t - s) * u ω s) + R ω t) t) ∧
    ∀ t s, ∫ ω, R ω t * R ω s ∂μ = T * kernel c w (t - s) := by
  subst hR
  refine ⟨fun ω t => ?_, fun t s => noise_correlation hw he c t s⟩
  have h := force_eq (t := t) hw (fun j s _ => hb ω j s (Set.mem_univ _))
    (fun s _ => hq ω s) (fun s _ => (hu ω s).continuousAt.continuousWithinAt)
  exact (hu ω t).congr_deriv (by rw [h]; ring)
```

The hypothesis `hu` is used twice. It makes \(u\) differentiable and so continuous, which supplies the smoothness that `force_eq` needs, and it is the equation into which the force is substituted. The hypothesis `hR` only names the noise, and `he` goes directly to `noise_correlation`.

In `he` the moments belong to \(\xi_j(0)\), shifted by each member's own \(q(0)\): the second moments are those of a bath equilibrated around the initial position of the system, though the distribution itself need not be the equilibrium one. Were they imposed on \(x_j(0)\), the noise would split as \(R(t)=R_0(t)-\gamma(t)q(0)\), where \(R_0\) is built from \(x_j(0)\) and has correlation \(T\gamma(t-s)\), and the second term is a deterministic slip for given \(q(0)\). Trajectories on the whole time axis are assumed, and their existence is not proved. The kernel is a finite sum of cosines and does not decay unless it vanishes, so the memoryless friction of Kramers' model, a limit of infinitely many modes, is not reached. In a simulation that replaces an environment by finitely many mutually uncoupled classical harmonic modes of nonzero frequency, coupled linearly to the system with the counterterm included, the theorem identifies the friction kernel and noise correlation that the chosen \(c_j\), \(w_j\) and equipartitioned shifted initial data produce.

## Examples satisfying the bath hypotheses

The two bundles are exemplified separately. For uniform motion \(q=Vs\) with speed \(V\), oscillators that follow their rest positions, \(x_j=c_jVs/w_j^2\), have constant velocity \(c_jV/w_j^2\), and \(-w_j^2x_j+c_jq=0\) matches their zero acceleration.

```lean
/-- Uniform motion `q = V s` with `x_j = c_j q / w_j²` solves the bath equations. -/
theorem drivenBath_witness (c w : ι → ℝ) (hw : ∀ j, w j ≠ 0) (V : ℝ) :
    DrivenBath c w (fun s => V * s) (fun j s => c j * (V * s) / w j ^ 2)
      (fun j _ => c j * V / w j ^ 2) Set.univ := by
  intro j s _
  refine ⟨((((hasDerivAt_id' s).const_mul V).const_mul (c j)).div_const
    (w j ^ 2)).congr_deriv (by ring), (hasDerivAt_const s _).congr_deriv ?_⟩
  have hj := hw j
  have h : w j ^ 2 * (c j * (V * s) / w j ^ 2) = c j * (V * s) := by field_simp
  beta_reduce
  linear_combination h
```

For the moments, three fair coins give eight equally likely outcomes and four signs \(\pm1\). The signs `spin true j` for \(j=0,1\) are the first two coins, `spin false j` is the third coin for \(j=0\) and the product of all three for \(j=1\).

```lean
/-- Four signs made from three coins: the three coins themselves and their product. -/
def spin (b : Bool) (j : Fin 2) (ω : Bool × Bool × Bool) : ℝ :=
  if (if b then (if j = 0 then ω.1 else ω.2.1)
    else (if j = 0 then ω.2.2 else xor ω.1 (xor ω.2.1 ω.2.2))) then -1 else 1
```

Take a real amplitude \(\theta\), the `θ` of the code, and let \(\xi_j\) be \(\theta/w_j\) times the first kind of sign and \(p_j\) be \(\theta\) times the second. The step `hs` checks over the eight outcomes that the signs are orthonormal, and `key` pulls out the prefactors, giving equipartition with \(T=\theta^2\). These data are not Gaussian, and the four signs are not independent, since their product is always \(1\).

```lean
/-- Two oscillators with `ξ_j = ± θ / w_j` and `p_j = ± θ`, the signs drawn from three fair
coins, have equipartition second moments with `T = θ²`. -/
theorem equipartition_witness (w : Fin 2 → ℝ) (hw : ∀ j, w j ≠ 0) (θ : ℝ) :
    Equipartition (PMF.uniformOfFintype (Bool × Bool × Bool)).toMeasure w (θ ^ 2)
      (fun j ω => θ / w j * spin true j ω) fun j ω => θ * spin false j ω := by
  have hm : ∀ g : Bool × Bool × Bool → ℝ,
      MemLp g 2 (PMF.uniformOfFintype (Bool × Bool × Bool)).toMeasure := fun g => by
    exact MemLp.of_discrete
  have hs : ∀ b b' i j, ∫ ω, spin b i ω * spin b' j ω
      ∂(PMF.uniformOfFintype (Bool × Bool × Bool)).toMeasure
      = if b = b' ∧ i = j then 1 else 0 := by
    intro b b' i j
    rw [PMF.integral_eq_sum]
    cases b <;> cases b' <;> fin_cases i <;> fin_cases j <;>
      simp [Fintype.sum_prod_type, spin] <;> norm_num
  have key : ∀ (α β : ℝ) b b' i j, ∫ ω, α * spin b i ω * (β * spin b' j ω)
      ∂(PMF.uniformOfFintype (Bool × Bool × Bool)).toMeasure
      = α * β * if b = b' ∧ i = j then 1 else 0 := by
    intro α β b b' i j
    rw [← hs, ← integral_const_mul]
    congr 1
    funext ω
    ring
  refine ⟨fun _ => hm _, fun _ => hm _, fun i j => ?_, fun i j => ?_, fun i j => ?_⟩
  all_goals (beta_reduce; rw [key])
  · by_cases e : i = j
    · subst e
      have hi := hw i
      simp only [and_self, if_true]
      field_simp
    · simp [e]
  · simp
  · by_cases e : i = j <;> simp [e, sq]

end

end HarmonicBathFriction
```

```lean
#print axioms HarmonicBathFriction.generalized_langevin
```

```
'HarmonicBathFriction.generalized_langevin' depends on axioms: [propext, Classical.choice, Quot.sound]
```
